# Reweighting N independent copies with a nonconstant positive weight has efficiency \(r^N\), with \(0<r<1\)

Let one subsystem have finitely many states \(i\), sampled with probabilities \(p_i>0\), and let each state carry a weight \(w_i>0\) that is not the same for all states. Write \(\langle f\rangle=\sum_i p_i f_i\) for the mean of an observable \(f\), and set

\[
r=\frac{\langle w\rangle^2}{\langle w^2\rangle}.
\]

For \(N\) independent copies of the subsystem, whose total weight \(W\) is the product of the individual weights, the reweighting efficiency is

\[
\frac{\langle W\rangle_N^2}{\langle W^2\rangle_N}=r^N,\qquad 0<r<1,
\]

where \(\langle\cdot\rangle_N\) is the mean over the joint distribution. The efficiency therefore tends to zero as \(N\) grows.

The problem behind this ratio is that of sampling one distribution and wanting averages over another. In path-integral molecular dynamics, a trajectory may be generated with a simple factorisation of the Boltzmann operator and then reweighted to a more accurate one. The weight is the exponential of an energy difference, so it is positive, and it varies from one configuration to the next. When a few configurations carry most of the total weight, most of the trajectory is wasted. The ratio \(\langle w\rangle^2/\langle w^2\rangle\) measures this: for a large number of independent samples, it is the fraction that remains as effective sample size. For non-interacting subsystems, the result says that this fraction shrinks exponentially with system size, however close to one \(r\) may be.

A copy here is a whole subsystem, such as a molecule with its complete ring polymer. It is not a bead of the ring polymer, since the beads are coupled by springs and are not independent.

## From one copy to N copies

A configuration of \(N\) copies is a list \(x=(x_0,\dots,x_{N-1})\) of states. Its probability and its weight are

\[
P(x)=\prod_{k} p_{x_k},\qquad W(x)=\prod_{k} w_{x_k}.
\]

Each \(P(x)\) is positive. Expanding the \(N\)-th power of a sum gives one term for every list \(x\), so

\[
\sum_x P(x)=\sum_x\prod_k p_{x_k}=\Big(\sum_i p_i\Big)^N=1 .
\]

The same expansion gives the mean of any product observable \(F(x)=\prod_k f_{x_k}\):

\[
\langle F\rangle_N=\sum_x\prod_k p_{x_k}f_{x_k}=\Big(\sum_i p_i f_i\Big)^N=\langle f\rangle^N .
\]

With \(f=w\) this is \(\langle W\rangle_N=\langle w\rangle^N\). The square \(W(x)^2=\prod_k w_{x_k}^2\) is again a product observable, so \(\langle W^2\rangle_N=\langle w^2\rangle^N\). Hence

\[
\frac{\langle W\rangle_N^2}{\langle W^2\rangle_N}
=\frac{\langle w\rangle^{2N}}{\langle w^2\rangle^N}=r^N .
\]

## Why r lies strictly between zero and one

Both \(\langle w\rangle\) and \(\langle w^2\rangle\) are sums of positive terms, so \(r>0\). For the upper bound, write \(m=\langle w\rangle\) and expand the variance, using \(\sum_i p_i=1\):

\[
\sum_i p_i(w_i-m)^2=\langle w^2\rangle-2m\langle w\rangle+m^2=\langle w^2\rangle-\langle w\rangle^2 .
\]

If every \(w_i\) were equal to \(m\), the weight would be constant. So there is a state, call it \(k\), with \(w_k\neq m\), and its term \(p_k(w_k-m)^2\) is positive. The other terms are nonnegative. The variance is therefore positive, which means \(\langle w\rangle^2<\langle w^2\rangle\), and division by \(\langle w^2\rangle\) gives \(r<1\). The powers of a number strictly between zero and one tend to zero.

For a constant weight \(c\neq0\), in contrast, \(r=c^2/c^2=1\), and the efficiency is one for every \(N\). Among positive weights, the collapse thus occurs exactly for the nonconstant ones.

The inequality \(1+t\le e^t\) at \(t=r-1\) gives \(r\le e^{-(1-r)}\). Both sides are positive, so taking the \(N\)-th power yields a bound at every finite \(N\):

\[
r^N\le e^{-N(1-r)} .
\]

## States, means and product weights in Lean

The states of one copy form a finite type `ι`. Probabilities and weights are real-valued functions on it.

```lean
import Mathlib

open Filter Topology

namespace ReweightingEfficiency

noncomputable section

variable {ι : Type*} [Fintype ι]
```

The mean is the weighted sum \(\langle f\rangle\). The definition accepts any function `p`; positivity and normalisation enter as hypotheses of the theorems that need them.

```lean
/-- The mean of an observable `f` over a finite set of states with probabilities `p`. -/
def mean (p f : ι → ℝ) : ℝ := ∑ i, p i * f i
```

A configuration of `N` copies is a function `x : Fin N → ι`, which assigns the state `x k` to copy `k`. Despite its name, `copies` is not the set of copies but the product of a one-copy quantity over them. Thus `copies N p` is the joint probability \(P\), and `copies N w` is the total weight \(W\).

```lean
/-- The product of a one-copy quantity `f` over the `N` components of a configuration. -/
def copies (N : ℕ) (f : ι → ℝ) (x : Fin N → ι) : ℝ := ∏ k, f (x k)
```

The efficiency is defined for an arbitrary finite set of states. The same definition therefore serves for one copy, where `efficiency p w` is \(r\), and for `N` copies, where the states are whole configurations. The power law is a theorem about this definition and is not built into it.

```lean
/-- The reweighting efficiency, the squared mean weight divided by the mean squared weight,
for weights whose mean square is nonzero. -/
def efficiency (p w : ι → ℝ) : ℝ := (mean p w) ^ 2 / mean p (fun i => w i ^ 2)
```

Finitely many states stand in for a continuous configuration space. The step from this model to a real liquid or solid is the independence of the copies: the joint probability of interacting molecules does not factorise exactly, and in general their weight does not either. The hypotheses say nothing about how well a large system divides into nearly independent parts.

## The power law

The first theorem confirms that `copies N p` is a strictly positive probability whenever `p` is one. Positivity holds because a product of positive factors is positive. For the normalisation, `Fintype.sum_pow` is the expansion of the \(N\)-th power of a sum into a sum over configurations, used here from right to left. The later proofs do not call on this theorem; it shows that the means over `N` copies are averages over a genuine distribution.

```lean
/-- If `p` is a strictly positive probability, so is the joint distribution of `N`
independent copies. -/
theorem copies_probability {p : ι → ℝ} (hp : ∀ i, 0 < p i) (hp1 : ∑ i, p i = 1) (N : ℕ) :
    (∀ x, 0 < copies N p x) ∧ ∑ x, copies N p x = 1 := by
  constructor
  · intro x
    exact Finset.prod_pos fun k _ => hp (x k)
  · simp only [copies]
    rw [← Fintype.sum_pow, hp1, one_pow]
```

The next theorem is \(\langle F\rangle_N=\langle f\rangle^N\). The right-hand side is expanded by `Fintype.sum_pow`, and the two sums are then compared configuration by configuration. What remains is that a product of terms \(p_{x_k}f_{x_k}\) splits into the product of the probabilities and the product of the observables, which is `Finset.prod_mul_distrib`.

```lean
/-- The mean of a product observable over `N` independent copies is the `N`-th power of
the one-copy mean. -/
theorem mean_copies (p f : ι → ℝ) (N : ℕ) :
    mean (copies N p) (copies N f) = (mean p f) ^ N := by
  simp only [mean, copies]
  rw [Fintype.sum_pow]
  refine Finset.sum_congr rfl fun x _ => ?_
  exact Finset.prod_mul_distrib.symm
```

The power law follows. The auxiliary statement `h` is \(\langle W^2\rangle_N=\langle w^2\rangle^N\), obtained by recognising the square of a product as the product of the squares. After both means have been replaced by powers, `ring` settles \((\langle w\rangle^N)^2=(\langle w\rangle^2)^N\) in the numerator. The theorem has no hypotheses on `p` or `w`; it holds even when the mean square vanishes, because Lean assigns the value zero to a quotient with zero denominator.

```lean
/-- The reweighting efficiency of `N` independent copies is the `N`-th power of the
one-copy efficiency. -/
theorem efficiency_copies (p w : ι → ℝ) (N : ℕ) :
    efficiency (copies N p) (copies N w) = efficiency p w ^ N := by
  -- the squared product weight is again a product observable
  have h : mean (copies N p) (fun x => copies N w x ^ 2)
      = (mean p (fun i => w i ^ 2)) ^ N := by
    rw [← mean_copies]
    congr 1
    funext x
    simp only [copies, Finset.prod_pow]
  unfold efficiency
  rw [h, mean_copies, div_pow]
  congr 1
  ring
```

## The variance and the collapse

The variance identity needs only that the probabilities sum to one. The statement `h` expands the square for an arbitrary real number `m`, which keeps the mean from being unfolded inside the algebra. Setting `m` equal to the mean and using the normalisation gives the identity.

```lean
/-- For probabilities that sum to one, the mean squared deviation of the weight from its
mean is the mean square minus the squared mean. -/
theorem variance_identity {p : ι → ℝ} (hp1 : ∑ i, p i = 1) (w : ι → ℝ) :
    mean p (fun i => (w i - mean p w) ^ 2)
      = mean p (fun i => w i ^ 2) - (mean p w) ^ 2 := by
  have h : ∀ m : ℝ, ∑ i, p i * (w i - m) ^ 2
      = ∑ i, p i * w i ^ 2 - 2 * m * ∑ i, p i * w i + m ^ 2 * ∑ i, p i := by
    intro m
    rw [Finset.mul_sum, Finset.mul_sum, ← Finset.sum_sub_distrib, ← Finset.sum_add_distrib]
    refine Finset.sum_congr rfl fun i _ => ?_
    ring
  have h' := h (∑ i, p i * w i)
  rw [hp1] at h'
  simp only [mean]
  linear_combination h'
```

A short lemma supplies the positivity of \(\langle w\rangle\) and \(\langle w^2\rangle\). It asks for at least one state, since an empty sum is zero.

```lean
/-- A strictly positive observable has a strictly positive mean when all states of a
nonempty set have positive probability. -/
theorem mean_pos [Nonempty ι] {p f : ι → ℝ} (hp : ∀ i, 0 < p i) (hf : ∀ i, 0 < f i) :
    0 < mean p f :=
  Finset.sum_pos (fun i _ => mul_pos (hp i) (hf i)) Finset.univ_nonempty
```

The main theorem takes four hypotheses: `hp` says that every state has positive probability, `hp1` that the probabilities sum to one, `hw` that every weight is positive, and `hne` that two states have different weights. Its conclusion has four parts: the power law for every `N`, the bounds \(0<r\) and \(r<1\), and the limit. The expression `Tendsto … atTop (𝓝 0)` is the usual statement that a sequence converges to zero as its index goes to infinity.

The positivity of all \(p_i\) expresses that the sampling reaches every state in the set. If some probabilities were zero, the weight could be constant on all the states that occur, and \(r\) would then be one.

```lean
/-- **Collapse of reweighting.** For a strictly positive probability and a positive,
nonconstant weight, the efficiency of `N` independent copies is `r ^ N`, where the one-copy
efficiency `r` lies strictly between zero and one, and it tends to zero as `N` grows. -/
theorem reweighting_collapse {p w : ι → ℝ} (hp : ∀ i, 0 < p i) (hp1 : ∑ i, p i = 1)
    (hw : ∀ i, 0 < w i) (hne : ∃ i j, w i ≠ w j) :
    (∀ N, efficiency (copies N p) (copies N w) = efficiency p w ^ N) ∧
      0 < efficiency p w ∧ efficiency p w < 1 ∧
      Tendsto (fun N : ℕ => efficiency (copies N p) (copies N w)) atTop (𝓝 0) := by
  obtain ⟨i, j, hij⟩ := hne
  have : Nonempty ι := ⟨i⟩
  have hsq : 0 < mean p (fun i => w i ^ 2) := mean_pos hp fun i => pow_pos (hw i) 2
  have hpos : 0 < efficiency p w := div_pos (pow_pos (mean_pos hp hw) 2) hsq
  -- some state has a weight different from the mean, so the variance is positive
  have hk : ∃ k, w k ≠ mean p w := by
    by_contra hcon
    push Not at hcon
    exact hij ((hcon i).trans (hcon j).symm)
  obtain ⟨k, hk⟩ := hk
  have hdev : 0 < (w k - mean p w) ^ 2 :=
    lt_of_le_of_ne (sq_nonneg _) (pow_ne_zero 2 (sub_ne_zero.mpr hk)).symm
  have hvar : 0 < mean p (fun i => (w i - mean p w) ^ 2) :=
    Finset.sum_pos' (fun i _ => mul_nonneg (hp i).le (sq_nonneg _))
      ⟨k, Finset.mem_univ k, mul_pos (hp k) hdev⟩
  rw [variance_identity hp1] at hvar
  have hlt : efficiency p w < 1 := by
    unfold efficiency
    rw [div_lt_one hsq]
    linarith
  refine ⟨efficiency_copies p w, hpos, hlt, ?_⟩
  simp only [efficiency_copies]
  exact tendsto_pow_atTop_nhds_zero_of_lt_one hpos.le hlt
```

The proof keeps the order of the argument by hand. The fact `hpos` is \(r>0\). The state `k` with \(w_k\neq\langle w\rangle\) is found by contradiction: if every weight were equal to the mean, the two weights in `hne` would be equal to each other. Its squared deviation is positive (`hdev`), and `Finset.sum_pos'` turns a sum of nonnegative terms with one positive term into a positive variance (`hvar`). Rewriting with the variance identity gives \(\langle w\rangle^2<\langle w^2\rangle\), from which `div_lt_one` yields \(r<1\). The limit is Mathlib's theorem on powers of a number that is nonnegative and less than one.

## Constant weights and the loss at finite N

For a constant weight the sums reduce to the normalisation, and the efficiency is \(c^2/c^2\). The constant may be negative here; it only has to differ from zero.

```lean
/-- For probabilities that sum to one, a constant nonzero weight has reweighting efficiency one. -/
theorem efficiency_const {p : ι → ℝ} (hp1 : ∑ i, p i = 1) {c : ℝ} (hc : c ≠ 0) :
    efficiency p (fun _ => c) = 1 := by
  simp only [efficiency, mean, ← Finset.sum_mul, hp1, one_mul]
  exact div_self (pow_ne_zero 2 hc)
```

For positive weights, this completes the equivalence between collapse and nonconstancy. One direction is the main theorem. In the other, suppose that the efficiency tends to zero and yet all weights are equal. The one-copy efficiency is then one, so the sequence is constantly one and converges to one. Limits are unique, and one is not zero. To name the constant, the proof needs a state to evaluate `w` at, and the normalisation provides it: over an empty set the probabilities would sum to zero.

```lean
/-- For a strictly positive probability and a positive weight, the efficiency of `N`
independent copies tends to zero exactly when the weight is nonconstant. -/
theorem collapse_iff_nonconstant {p w : ι → ℝ} (hp : ∀ i, 0 < p i)
    (hp1 : ∑ i, p i = 1) (hw : ∀ i, 0 < w i) :
    Tendsto (fun N : ℕ => efficiency (copies N p) (copies N w)) atTop (𝓝 0)
      ↔ ∃ i j, w i ≠ w j := by
  refine ⟨fun hlim => ?_, fun hne => (reweighting_collapse hp hp1 hw hne).2.2.2⟩
  by_contra hcon
  push Not at hcon
  -- a normalised probability needs at least one state
  have hι : Nonempty ι := by
    by_contra hempty
    rw [not_nonempty_iff] at hempty
    simp at hp1
  obtain ⟨i⟩ := hι
  have hconst : w = fun _ => w i := funext fun j => hcon j i
  have hone : efficiency p w = 1 := by
    rw [hconst]
    exact efficiency_const hp1 (hw i).ne'
  simp only [efficiency_copies, hone, one_pow] at hlim
  exact one_ne_zero (tendsto_nhds_unique tendsto_const_nhds hlim)
```

The last theorem is the exponential bound. The step `hexp` is \(r\le e^{r-1}\), taken from Mathlib's `Real.add_one_le_exp`. The calculation then replaces the efficiency of `N` copies by \(r^N\), raises the inequality to the `N`-th power, and collects the exponent. Normalisation is not assumed, but it is what ensures \(r\le1\), so that the bound does not grow with `N`. For a normalised `p` and a nonconstant weight, \(1-r\) is positive and the bound decays exponentially. At \(N=0\) both sides are equal to one.

```lean
/-- For positive probabilities and weights on a nonempty set of states, the efficiency of
`N` independent copies is at most `exp (-N (1 - r))`, with `r` the one-copy efficiency. -/
theorem efficiency_le_exp [Nonempty ι] {p w : ι → ℝ} (hp : ∀ i, 0 < p i)
    (hw : ∀ i, 0 < w i) (N : ℕ) :
    efficiency (copies N p) (copies N w)
      ≤ Real.exp (-(N * (1 - efficiency p w))) := by
  have hpos : 0 < efficiency p w :=
    div_pos (pow_pos (mean_pos hp hw) 2) (mean_pos hp fun i => pow_pos (hw i) 2)
  have hexp : efficiency p w ≤ Real.exp (efficiency p w - 1) := by
    linarith [Real.add_one_le_exp (efficiency p w - 1)]
  calc efficiency (copies N p) (copies N w) = efficiency p w ^ N := efficiency_copies p w N
    _ ≤ Real.exp (efficiency p w - 1) ^ N := pow_le_pow_left₀ hpos.le hexp N
    _ = Real.exp (-(N * (1 - efficiency p w))) := by
      rw [← Real.exp_nat_mul]
      congr 1
      ring

end

end ReweightingEfficiency
```

```lean
#print axioms ReweightingEfficiency.copies_probability
#print axioms ReweightingEfficiency.reweighting_collapse
#print axioms ReweightingEfficiency.collapse_iff_nonconstant
#print axioms ReweightingEfficiency.efficiency_le_exp
```

```
'ReweightingEfficiency.copies_probability' depends on axioms: [propext, Classical.choice, Quot.sound]
'ReweightingEfficiency.reweighting_collapse' depends on axioms: [propext, Classical.choice, Quot.sound]
'ReweightingEfficiency.collapse_iff_nonconstant' depends on axioms: [propext, Classical.choice, Quot.sound]
'ReweightingEfficiency.efficiency_le_exp' depends on axioms: [propext, Classical.choice, Quot.sound]
```
